# Symmetrically ordered quadratic operators of n bosonic modes form a copy of sp(2n, ℂ)

Take one bosonic mode with position \(Q\) and momentum \(P\), in units where \(\hbar=1\), so that \([Q,P]=i\). Every symmetrically ordered quadratic operator is a linear combination of three:

\[
a=\tfrac12Q^2,\qquad b=\tfrac12P^2,\qquad d=\tfrac12(QP+PQ).
\]

From \([Q^2,P]=2iQ\) one finds \([Q^2,P^2]=2i(QP+PQ)\), hence \([a,b]=i\,d\). In the same way \([d,Q]=-iQ\) and \([d,P]=iP\) give \([d,a]=-2i\,a\) and \([d,b]=2i\,b\). Each commutator removes one pair of coordinates and leaves a quadratic operator, with no additive constant.

For several coupled modes the question is which quadratic operator a commutator produces. The answer is a rule for coefficient matrices, and for canonical pairs that rule is the bracket of the symplectic Lie algebra.

## Coordinates and quadratic operators

The coordinates \(x_i\) are elements of a complex associative algebra \(R\), with \(i\) running over a finite index set. In Lean this set is the type `n`; it labels coordinates, whereas the \(n\) in sp(2n) counts modes.

```lean
import Mathlib

open Complex (I)

namespace QuadraticBosons

variable {n R : Type*} [Fintype n] [Ring R] [Algebra ℂ R]
```

All commutators of coordinates are scalars,

\[
[x_i,x_j]=i\,J_{ij}\,1 ,
\]

where the \(i\) in front of \(J_{ij}\) is the imaginary unit, written `I` in the code. The predicate `IsCanonical x J` says this for any matrix \(J\), so "canonical" is meant more broadly than in textbooks: positions and momenta are one special choice of \(J\).

```lean
/-- The coordinates `x i` have the scalar commutators `[x i, x j] = i J i j`. -/
def IsCanonical {n R : Type*} [Ring R] [Algebra ℂ R] (x : n → R) (J : Matrix n n ℂ) : Prop :=
  ∀ i j, x i * x j - x j * x i = (I * J i j) • (1 : R)
```

A coefficient matrix \(A\) defines \(q(A)=\tfrac12\sum_{ij}A_{ij}x_ix_j\), called `quad x A`. When \(A\) is symmetric, this is the symmetric ordering. A normal-ordered Hamiltonian differs from it by a constant.

```lean
/-- The quadratic operator `q(A) = (1/2) ∑ A i j x i x j`. -/
noncomputable def quad (x : n → R) (A : Matrix n n ℂ) : R :=
  (1 / 2 : ℂ) • ∑ i, ∑ j, A i j • (x i * x j)
```

## The commutator with one coordinate

The Leibniz rule gives

\[
[x_ix_j,x_k]=x_i[x_j,x_k]+[x_i,x_k]x_j=iJ_{jk}x_i+iJ_{ik}x_j .
\]

Multiply by \(\tfrac12A_{ij}\) and sum. Exchanging the labels \(i,j\) in the second term and using \(A_{ij}=A_{ji}\) makes it equal to the first, so

\[
[q(A),x_k]=i\sum_i(AJ)_{ik}\,x_i .
\]

If \(q(A)\) is the Hamiltonian and \(J\) is antisymmetric, the Heisenberg equation turns this into the linear equation of motion \(\dot x=JAx\).

In the proof, `key` is the Leibniz step, `h1` inserts it into the sum, and `h2` exchanges the labels.

```lean
variable {x : n → R} {J A B : Matrix n n ℂ}

/-- For symmetric `A`, the commutator of `q(A)` with a canonical coordinate is linear in the
coordinates: `[q(A), x k] = i ∑ (A J) i k x i`. -/
theorem quad_comm_coord (h : IsCanonical x J) (hA : A.IsSymm) (k : n) :
    quad x A * x k - x k * quad x A = I • ∑ i, (A * J) i k • x i := by
  -- Leibniz rule for a single product
  have key : ∀ i j, x i * x j * x k - x k * (x i * x j)
      = (I * J j k) • x i + (I * J i k) • x j := by
    intro i j
    calc _ = x i * (x j * x k - x k * x j) + (x i * x k - x k * x i) * x j := by noncomm_ring
      _ = _ := by rw [h j k, h i k, mul_smul_comm, mul_one, smul_mul_assoc, one_mul]
  have h1 : quad x A * x k - x k * quad x A = (1 / 2 : ℂ) •
      (∑ i, ∑ j, A i j • ((I * J j k) • x i) + ∑ i, ∑ j, A i j • ((I * J i k) • x j)) := by
    simp only [quad, smul_mul_assoc, mul_smul_comm, Finset.sum_mul, Finset.mul_sum,
      ← smul_sub, ← Finset.sum_sub_distrib, key, smul_add, Finset.sum_add_distrib]
  -- the two halves agree because `A` is symmetric
  have h2 : ∑ i, ∑ j, A i j • ((I * J i k) • x j)
      = ∑ i, ∑ j, A i j • ((I * J j k) • x i) := by
    rw [Finset.sum_comm]
    refine Finset.sum_congr rfl fun i _ => Finset.sum_congr rfl fun j _ => ?_
    rw [hA.apply i j]
  rw [h1, h2]
  simp only [Matrix.mul_apply, Finset.sum_smul, Finset.smul_sum, ← Finset.sum_add_distrib]
  refine Finset.sum_congr rfl fun i _ => Finset.sum_congr rfl fun j _ => ?_
  module
```

## The commutator of two quadratic operators

A second use of the Leibniz rule gives

\[
[q(A),x_kx_l]=i\sum_i(AJ)_{ik}\,x_ix_l+i\sum_i(AJ)_{il}\,x_kx_i .
\]

Multiply by \(\tfrac12B_{kl}\) and sum over \(k,l\). The first term becomes \(i\,q(AJB)\) and the second \(i\,q(B(AJ)^T)\). Since \(J^T=-J\) and \(A^T=A\), we have \((AJ)^T=-JA\), and therefore

\[
[q(A),q(B)]=i\,q(AJB-BJA).
\]

Here \(B\) may be any matrix. The antisymmetry of \(J\) is the hypothesis `hJ`; in a nonzero algebra it already follows from the commutation relation by exchanging \(i\) and \(j\).

In Lean, `key` is again the Leibniz step, `h2` and `h3` collect the two sums into matrix products, and `hT` supplies the minus sign.

```lean
/-- Commutator of quadratic operators: `[q(A), q(B)] = i q(A J B - B J A)` for canonical
coordinates with antisymmetric `J`, symmetric `A` and any `B`. -/
theorem quad_comm_quad (h : IsCanonical x J) (hJ : J.transpose = -J) (hA : A.IsSymm)
    (B : Matrix n n ℂ) :
    quad x A * quad x B - quad x B * quad x A = I • quad x (A * J * B - B * J * A) := by
  have key : ∀ k l, quad x A * (x k * x l) - x k * x l * quad x A
      = (I • ∑ i, (A * J) i k • x i) * x l + x k * (I • ∑ i, (A * J) i l • x i) := by
    intro k l
    rw [← quad_comm_coord h hA k, ← quad_comm_coord h hA l]
    noncomm_ring
  have h1 : ∀ D : R, D * quad x B - quad x B * D
      = (1 / 2 : ℂ) • ∑ k, ∑ l, B k l • (D * (x k * x l) - x k * x l * D) := by
    intro D
    simp only [quad, mul_smul_comm, smul_mul_assoc, Finset.mul_sum, Finset.sum_mul,
      smul_sub, Finset.sum_sub_distrib]
  -- collect each half into a matrix product
  have h2 : ∀ P : Matrix n n ℂ, ∑ k, ∑ l, B k l • ((I • ∑ i, P i k • x i) * x l)
      = I • ∑ i, ∑ l, (P * B) i l • (x i * x l) := by
    intro P
    simp only [Matrix.mul_apply, smul_mul_assoc, Finset.sum_mul, Finset.smul_sum,
      Finset.sum_smul]
    refine Finset.sum_comm.trans (Eq.trans ?_ Finset.sum_comm)
    refine Finset.sum_congr rfl fun l _ => Finset.sum_comm.trans
      (Finset.sum_congr rfl fun i _ => Finset.sum_congr rfl fun k _ => ?_)
    module
  have h3 : ∀ P : Matrix n n ℂ, ∑ k, ∑ l, B k l • (x k * (I • ∑ i, P i l • x i))
      = I • ∑ k, ∑ i, (B * P.transpose) k i • (x k * x i) := by
    intro P
    simp only [Matrix.mul_apply, Matrix.transpose_apply, mul_smul_comm, Finset.mul_sum,
      Finset.smul_sum, Finset.sum_smul]
    refine Finset.sum_congr rfl fun k _ => Finset.sum_comm.trans
      (Finset.sum_congr rfl fun i _ => Finset.sum_congr rfl fun l _ => ?_)
    module
  -- antisymmetry of `J` produces the minus sign
  have hT : A * J * B - B * J * A = A * J * B + B * (A * J).transpose := by
    rw [Matrix.transpose_mul, hJ, hA.eq]
    simp [Matrix.mul_assoc, sub_eq_add_neg]
  rw [h1]
  simp only [key, smul_add, Finset.sum_add_distrib]
  rw [h2, h3, hT]
  simp only [quad, Matrix.add_apply, add_smul, Finset.sum_add_distrib]
  module
```

Here is a numerical instance for one mode, with \(x=(Q,P)\):

\[
J=\begin{pmatrix}0&1\\-1&0\end{pmatrix},\quad
A=\begin{pmatrix}2&1\\1&3\end{pmatrix},\quad
B=\begin{pmatrix}1&0\\0&-1\end{pmatrix}.
\]

Then

\[
AJB=\begin{pmatrix}-1&-2\\-3&-1\end{pmatrix},\qquad
AJB-BJA=\begin{pmatrix}-2&-5\\-5&-2\end{pmatrix},
\]

and the rule predicts \([q(A),q(B)]=-i(2a+5d+2b)\). Directly, \(q(A)=2a+d+3b\) and \(q(B)=a-b\). The four nonzero contributions are \(-2[a,b]=-2i\,d\), \([d,a]=-2i\,a\), \(-[d,b]=-2i\,b\) and \(3[b,a]=-3i\,d\), with the same sum.

The result in this example is symmetric, as it is for all symmetric \(A\) and \(B\): \((AJB)^T=BJ^TA=-BJA\), so transposition exchanges the two terms of \(AJB-BJA\) together with their signs. The proof expands the transposes and reorders the sum.

```lean
/-- For antisymmetric `J` and symmetric `A`, `B`, the matrix `A J B - B J A` is symmetric. -/
theorem bracket_isSymm (hJ : J.transpose = -J) (hA : A.IsSymm) (hB : B.IsSymm) :
    (A * J * B - B * J * A).IsSymm := by
  simp only [Matrix.IsSymm, Matrix.transpose_sub, Matrix.transpose_mul, hA.eq, hB.eq, hJ,
    Matrix.mul_assoc, Matrix.neg_mul, Matrix.mul_neg]
  abel
```

## Different symmetric matrices give different operators

Suppose \(\sum_ic_ix_i=0\). Commuting with \(x_l\) gives \(i\sum_ic_iJ_{il}\,1=0\). In a nonzero algebra (`Nontrivial R`) this means \(\sum_ic_iJ_{il}=0\) for every \(l\), that is, \(cJ=0\) for the row vector \(c\). If \(J\) has an inverse \(K\), multiplying by it gives \(c=0\). Invertibility, `IsUnit J`, says physically that the only linear combination of the coordinates commuting with all of them is the one whose coefficients are all zero.

```lean
/-- In a nonzero algebra, canonical coordinates with invertible `J` are linearly independent. -/
theorem coord_independent [DecidableEq n] [Nontrivial R] (h : IsCanonical x J) (hu : IsUnit J)
    {c : n → ℂ} (hc : ∑ i, c i • x i = 0) : c = 0 := by
  have h' : ∀ i j, x i * x j - x j * x i = (I * J i j) • (1 : R) := h
  obtain ⟨K, hK⟩ := hu.exists_right_inv
  have hv : Matrix.vecMul c J = 0 := by
    funext l
    -- commute the vanishing combination with `x l`
    have e : (I * ∑ i, c i * J i l) • (1 : R) = 0 := by
      calc _ = (∑ i, c i • x i) * x l - x l * ∑ i, c i • x i := by
            simp only [Finset.sum_mul, Finset.mul_sum, smul_mul_assoc, mul_smul_comm,
              ← Finset.sum_sub_distrib, ← smul_sub, h', Finset.sum_smul]
            refine Finset.sum_congr rfl fun i _ => ?_
            module
        _ = 0 := by rw [hc, zero_mul, mul_zero, sub_zero]
    show ∑ i, c i * J i l = 0
    exact (mul_eq_zero.mp ((smul_eq_zero.mp e).resolve_right one_ne_zero)).resolve_left
      Complex.I_ne_zero
  calc c = Matrix.vecMul c (J * K) := by rw [hK, Matrix.vecMul_one]
    _ = 0 := by rw [← Matrix.vecMul_vecMul, hv, Matrix.zero_vecMul]
```

Now let \(A\) be symmetric with \(q(A)=0\). Then \([q(A),x_k]=0\), so \(\sum_i(AJ)_{ik}x_i=0\) for each \(k\). Linear independence gives \(AJ=0\), and multiplication by \(K\) gives \(A=0\). Applied to a difference of two symmetric matrices, this shows that \(q\) is injective on them.

```lean
/-- In a nonzero algebra with canonical coordinates and invertible `J`, a symmetric matrix `A`
with `q(A) = 0` vanishes. -/
theorem eq_zero_of_quad_eq_zero [DecidableEq n] [Nontrivial R] (h : IsCanonical x J)
    (hu : IsUnit J) (hA : A.IsSymm) (h0 : quad x A = 0) : A = 0 := by
  have hAJ : A * J = 0 := by
    ext i k
    have e := quad_comm_coord h hA k
    rw [h0, zero_mul, mul_zero, sub_zero] at e
    exact congrFun (coord_independent h hu (c := fun i => (A * J) i k)
      ((smul_eq_zero.mp e.symm).resolve_left Complex.I_ne_zero)) i
  obtain ⟨K, hK⟩ := hu.exists_right_inv
  calc A = A * J * K := by rw [Matrix.mul_assoc, hK, Matrix.mul_one]
    _ = 0 := by rw [hAJ, Matrix.zero_mul]
```

## Positions, momenta and the symplectic algebra

From here on, `l` is the finite set of modes, and `l ⊕ l` lists first all positions, then all momenta. Mathlib's standard symplectic matrix `Matrix.J l ℂ`, written \(\Omega\) below, is

\[
\Omega=\begin{pmatrix}0&-1\\1&0\end{pmatrix},\qquad \Omega^2=-1,
\]

in blocks. Many textbooks use the opposite sign. The relation \([Q_r,P_s]=i\delta_{rs}\), with positions commuting among themselves and momenta likewise, therefore corresponds to \(J=-\Omega\).

A matrix \(M\) is in the symplectic Lie algebra when \(M^T\Omega=-\Omega M\). Because \((\Omega M)^T=-M^T\Omega\), this is the same as \(\Omega M\) being symmetric.

```lean
variable {l : Type*} [Fintype l] [DecidableEq l]

/-- A matrix `M` belongs to the symplectic Lie algebra exactly when `Ω M` is symmetric, where
`Ω` is the standard symplectic matrix `Matrix.J`. -/
theorem mem_sp_iff (M : Matrix (l ⊕ l) (l ⊕ l) ℂ) :
    M ∈ LieAlgebra.Symplectic.sp l ℂ ↔ (Matrix.J l ℂ * M).IsSymm := by
  rw [LieAlgebra.Symplectic.sp, mem_skewAdjointMatricesLieSubalgebra,
    mem_skewAdjointMatricesSubmodule]
  simp only [Matrix.IsSkewAdjoint, Matrix.IsAdjointPair, Matrix.IsSymm, Matrix.transpose_mul,
    Matrix.J_transpose, Matrix.mul_neg]
  exact neg_eq_iff_eq_neg.symm
```

So every symplectic \(M\) provides a symmetric coefficient matrix \(\Omega M\), and we set

\[
\varphi(M)=-i\,q(\Omega M).
\]

For the bracket, put \(A=\Omega M\), \(B=\Omega N\) and \(J=-\Omega\) in the commutator rule. Since \(\Omega^2=-1\), \(AJB=\Omega MN\) and \(BJA=\Omega NM\), so

\[
[\varphi(M),\varphi(N)]=(-i)^2\,i\,q(\Omega[M,N])=-i\,q(\Omega[M,N])=\varphi([M,N]).
\]

If \(\varphi(M)=\varphi(N)\), then \(q(\Omega M-\Omega N)=0\), hence \(\Omega M=\Omega N\) and \(M=N\). Conversely, for a symmetric \(A\) take \(M=-i\Omega A\). Then \(\Omega M=iA\) is symmetric, so \(M\) is symplectic, and \(\varphi(M)=q(A)\).

The theorem states that in a nonzero algebra with canonical positions and momenta there is a complex-linear map with this formula, which respects brackets, is injective, and has as its range exactly the operators \(q(A)\) with \(A\) symmetric. In the proof, `hprod` is the cancellation of \(\Omega^2\), and the three outer bullets treat bracket, injectivity and range in that order.

```lean
/-- Quadratic bosons realize sp(2n): for canonical positions and momenta in a nonzero algebra,
`M ↦ -i q(Ω M)` is an injective linear map from the symplectic Lie algebra that sends brackets to
operator commutators, and its range is the set of all `q(A)` with `A` symmetric. -/
theorem symplectic_realization [Nontrivial R] {x : l ⊕ l → R}
    (h : IsCanonical x (-Matrix.J l ℂ)) :
    ∃ φ : LieAlgebra.Symplectic.sp l ℂ →ₗ[ℂ] R,
      (∀ M, φ M = (-I) • quad x (Matrix.J l ℂ * M.1)) ∧
      (∀ M N, φ ⁅M, N⁆ = φ M * φ N - φ N * φ M) ∧ Function.Injective φ ∧
      Set.range φ = {r | ∃ A : Matrix (l ⊕ l) (l ⊕ l) ℂ, A.IsSymm ∧ r = quad x A} := by
  have hadd : ∀ A B, quad x (A + B) = quad x A + quad x B := fun A B => by
    simp only [quad, Matrix.add_apply, add_smul, Finset.sum_add_distrib, smul_add]
  have hsm : ∀ (c : ℂ) A, quad x (c • A) = c • quad x A := fun c A => by
    simp only [quad, Matrix.smul_apply, smul_eq_mul, mul_smul, ← Finset.smul_sum]
    exact smul_comm _ _ _
  have inv : ∀ P, Matrix.J l ℂ * (Matrix.J l ℂ * P) = -P := fun P => by
    rw [← Matrix.mul_assoc, Matrix.J_squared, Matrix.neg_mul, Matrix.one_mul]
  have hJ : (-Matrix.J l ℂ).transpose = -(-Matrix.J l ℂ) := by
    rw [Matrix.transpose_neg, Matrix.J_transpose]
  have hu : IsUnit (-Matrix.J l ℂ) :=
    ⟨⟨-Matrix.J l ℂ, Matrix.J l ℂ, by rw [neg_mul, Matrix.J_squared, neg_neg],
      by rw [mul_neg, Matrix.J_squared, neg_neg]⟩, rfl⟩
  have hprod : ∀ P Q, Matrix.J l ℂ * P * (-Matrix.J l ℂ) * (Matrix.J l ℂ * Q)
      = Matrix.J l ℂ * (P * Q) := fun P Q => by
    rw [Matrix.mul_assoc, Matrix.neg_mul, inv, neg_neg, Matrix.mul_assoc]
  let φ : LieAlgebra.Symplectic.sp l ℂ →ₗ[ℂ] R :=
    { toFun := fun M => (-I) • quad x (Matrix.J l ℂ * M.1)
      map_add' := fun M N => by
        show (-I) • quad x (Matrix.J l ℂ * (M.1 + N.1)) = _
        rw [Matrix.mul_add, hadd, smul_add]
      map_smul' := fun c M => by
        show (-I) • quad x (Matrix.J l ℂ * (c • M.1))
          = c • ((-I) • quad x (Matrix.J l ℂ * M.1))
        rw [Matrix.mul_smul, hsm, smul_comm] }
  refine ⟨φ, fun _ => rfl, ?_, ?_, ?_⟩
  · intro M N
    show (-I) • quad x (Matrix.J l ℂ * (M.1 * N.1 - N.1 * M.1))
      = ((-I) • quad x (Matrix.J l ℂ * M.1)) * ((-I) • quad x (Matrix.J l ℂ * N.1))
        - ((-I) • quad x (Matrix.J l ℂ * N.1)) * ((-I) • quad x (Matrix.J l ℂ * M.1))
    have c := quad_comm_quad h hJ ((mem_sp_iff M.1).1 M.2) (Matrix.J l ℂ * N.1)
    rw [hprod, hprod, ← Matrix.mul_sub] at c
    simp only [smul_mul_assoc, mul_smul_comm, ← smul_sub]
    rw [c, smul_smul, smul_smul]
    congr 1
    linear_combination -I * Complex.I_mul_I
  · intro M N hMN
    have e : quad x (Matrix.J l ℂ * M.1) = quad x (Matrix.J l ℂ * N.1) :=
      smul_right_injective R (neg_ne_zero.mpr Complex.I_ne_zero) hMN
    have z := eq_zero_of_quad_eq_zero h hu
      (((mem_sp_iff M.1).1 M.2).add (((mem_sp_iff N.1).1 N.2).smul (-1 : ℂ)))
      (by rw [hadd, hsm, e]; module)
    rw [neg_one_smul, ← sub_eq_add_neg] at z
    exact Subtype.ext (neg_inj.1 (by rw [← inv M.1, ← inv N.1, sub_eq_zero.mp z]))
  · ext r
    constructor
    · rintro ⟨M, rfl⟩
      exact ⟨(-I) • (Matrix.J l ℂ * M.1), ((mem_sp_iff M.1).1 M.2).smul _, (hsm _ _).symm⟩
    · rintro ⟨A, hA, rfl⟩
      -- the preimage of `q(A)` is `-i Ω A`
      have e : Matrix.J l ℂ * ((-I) • (Matrix.J l ℂ * A)) = I • A := by
        rw [Matrix.mul_smul, inv, smul_neg, neg_smul, neg_neg]
      refine ⟨⟨(-I) • (Matrix.J l ℂ * A), (mem_sp_iff _).2 (by rw [e]; exact hA.smul _)⟩, ?_⟩
      show (-I) • quad x (Matrix.J l ℂ * ((-I) • (Matrix.J l ℂ * A))) = quad x A
      rw [e, hsm, smul_smul, neg_mul, Complex.I_mul_I, neg_neg, one_smul]
```

For finitely many harmonic modes without anharmonic coupling, such as molecular normal modes or the boson-like electron–hole excitations of the random phase approximation, the Hamiltonian is of the form \(q(A)\) up to a constant, and the commutator rule applies to it.

The algebra \(R\) carries no adjoint and no Hilbert space. The step left to the user is the passage from these identities to self-adjoint operators and their exponentials, which is needed for unitary time evolution.

## One mode on polynomials

The relations have a concrete realization. On complex polynomials \(f\) in \(X\), let \(Q\) multiply by \(X\) and let \(P=-i\,d/dX\). The product rule gives

\[
(QP-PQ)f=-iXf'+i(Xf)'=i f .
\]

The operators here are linear maps of the polynomial space, `Module.End ℂ (Polynomial ℂ)`, and `Unit` is the one-element set of modes. The proof runs through the four pairs of coordinates and applies each commutator to an arbitrary \(f\). Square matrices of finite positive size cannot replace these operators: the trace of a commutator vanishes, while that of \(i\,1\) does not. Position and momentum matrices in a truncated oscillator basis therefore violate the relation.

```lean
/-- Multiplication by `X` and `-i d/dX` on complex polynomials are a canonical pair. -/
theorem isCanonical_witness :
    IsCanonical (R := Module.End ℂ (Polynomial ℂ))
      (Sum.elim (fun _ : Unit => LinearMap.mulLeft ℂ (Polynomial.X : Polynomial ℂ))
        (fun _ : Unit => (-I) • Polynomial.derivative)) (-Matrix.J Unit ℂ) := by
  rintro (i | i) (j | j) <;> refine LinearMap.ext fun f => ?_ <;>
    simp [Matrix.J, Polynomial.derivative_mul]

end QuadraticBosons
```

```lean
#print axioms QuadraticBosons.bracket_isSymm
#print axioms QuadraticBosons.symplectic_realization
```

```
'QuadraticBosons.bracket_isSymm' depends on axioms: [propext, Classical.choice, Quot.sound]
'QuadraticBosons.symplectic_realization' depends on axioms: [propext, Classical.choice, Quot.sound]
```
